# For a linear error update x ↦ Jx with J real symmetric, mixing with α > 0 drives the error to zero from every start exactly when all eigenvalues of J lie strictly between 1 − 2/α and 1

Take an error with a single component x, and suppose that the unmixed update multiplies it by a number μ. Mixing a fraction α of the new value with a fraction 1 − α of the old one gives

(1 − α)x + αμx = [1 − α(1 − μ)] x.

A non-zero error tends to zero if and only if the bracket has modulus below one. With α = 1/2 and μ = −2 the bracket is −1/2, so mixing stabilises an update that by itself would diverge. With μ = 1 the bracket is 1 for every α, and nothing moves.

## From one component to a symmetric matrix

In a self-consistency loop such as that of dynamical mean-field theory (DMFT), let x be the deviation of the discretised bath function from its fixed point, in real coordinates. To first order the loop maps x to Jx, with J the Jacobian at the fixed point. Linear mixing then gives, at step k,

x_(k+1) = (1 − α)x_k + αJx_k.

Let J be real and symmetric and α > 0. If Jv = μv, an error along v stays a multiple of v, and

x_k = f(μ)^k v, with f(μ) = 1 − α(1 − μ).

The stability condition follows by subtracting 1, changing sign and dividing by α > 0:

−1 < 1 − α(1 − μ) < 1
⇔ 0 < α(1 − μ) < 2
⇔ 1 − 2/α < μ < 1.

If all eigenvalues satisfy this, expand the starting error in eigenvectors, x_0 = Σ_i c_i v_i, as the spectral theorem allows. By linearity

x_k = Σ_i c_i f(μ_i)^k v_i,

and each of the finitely many terms tends to zero. Conversely, if the errors vanish from every start, start from an eigenvector v. It has some component a ≠ 0, and f(μ)^k a → 0 forces f(μ)^k → 0, hence |f(μ)| < 1.

The condition is not |μ| < 1, which is the window for α = 1 only. A smaller α moves the lower edge down but leaves the upper edge at 1, so no positive α cures an eigenvalue μ ≥ 1.

Just below the upper edge convergence is slow. Suppose that μ < 1 and that k steps have reduced an eigenmode to at most a fraction ε of its initial size. Bernoulli's inequality and |f| ≥ f give

ε ≥ |f(μ)|^k ≥ 1 + k(|f(μ)| − 1) ≥ 1 − kα(1 − μ),

so k ≥ (1 − ε)/(α(1 − μ)). For fixed α and ε < 1 this bound diverges as μ → 1. In this linearised, finite-dimensional model, the part of the error along an eigenvector therefore decays slowly when its eigenvalue is just below 1. A DMFT loop can meet this near a point where two solutions merge, because an eigenvalue of the Jacobian tends to 1 there.

## The iteration and its modes in Lean

The finite type `n` labels the components of the error; the step number is `k`.

```lean
import Mathlib

open Matrix Filter Topology

namespace LinearMixingStability

noncomputable section

variable {n : Type*} [Fintype n]
```

One update is a function of the mixing parameter, the matrix and the current error. `J *ᵥ x` is the matrix-vector product.

```lean
/-- One linear-mixing update of the error: a fraction `α` of the new output `J x` is mixed
with a fraction `1 - α` of the old error `x`. -/
def mixStep (α : ℝ) (J : Matrix n n ℝ) (x : n → ℝ) : n → ℝ :=
  (1 - α) • x + α • (J *ᵥ x)
```

Iterating it gives the error after any number of steps, with the starting vector at step zero.

```lean
/-- The error after a given number of mixing steps, starting from `x`. -/
def mixError (α : ℝ) (J : Matrix n n ℝ) (x : n → ℝ) : ℕ → (n → ℝ)
  | 0 => x
  | k + 1 => mixStep α J (mixError α J x k)
```

An eigenvalue is real and has a non-zero real eigenvector. This convention is harmless for symmetric matrices but can matter for others, as the rotation at the end shows.

```lean
/-- The number `μ` is an eigenvalue of `J`: some non-zero real vector is scaled by `μ`. -/
def IsEigenvalue (J : Matrix n n ℝ) (μ : ℝ) : Prop :=
  ∃ v : n → ℝ, v ≠ 0 ∧ J *ᵥ v = μ • v
```

The factor f(μ) gets its own name.

```lean
/-- The factor `1 - α (1 - μ)` associated with mixing `α` and eigenvalue `μ`. -/
def modeFactor (α μ : ℝ) : ℝ := 1 - α * (1 - μ)
```

The first lemma is x_k = f(μ)^k v, by induction on `k`. The step inserts the eigenvalue equation, and `module` collects the coefficients of `v`.

```lean
/-- An error along an eigenvector of `J` stays a multiple of it and is multiplied by the mode factor
in every step. -/
theorem mixError_eigenvector (α : ℝ) {J : Matrix n n ℝ} {μ : ℝ} {v : n → ℝ}
    (h : J *ᵥ v = μ • v) (k : ℕ) :
    mixError α J v k = modeFactor α μ ^ k • v := by
  induction k with
  | zero => simp [mixError]
  | succ k ih =>
    rw [mixError, ih, mixStep, Matrix.mulVec_smul, h, pow_succ, modeFactor]
    module
```

The same induction works for a superposition of finitely many eigenvectors, once `hJ` has distributed J over the sum. Neither lemma needs J to be symmetric.

```lean
/-- A superposition of eigenvectors evolves mode by mode, each amplitude being multiplied
by its own mode factor in every step. -/
theorem mixError_superposition {ι : Type*} [Fintype ι] (α : ℝ) {J : Matrix n n ℝ}
    {μ : ι → ℝ} {v : ι → n → ℝ} (h : ∀ i, J *ᵥ v i = μ i • v i) (c : ι → ℝ) (k : ℕ) :
    mixError α J (∑ i, c i • v i) k = ∑ i, (c i * modeFactor α (μ i) ^ k) • v i := by
  induction k with
  | zero => simp [mixError]
  | succ k ih =>
    -- J acts on each mode separately
    have hJ : J *ᵥ (∑ i, (c i * modeFactor α (μ i) ^ k) • v i)
        = ∑ i, (c i * modeFactor α (μ i) ^ k) • (μ i • v i) := by
      rw [← Matrix.mulVecLin_apply, map_sum]
      refine Finset.sum_congr rfl fun i _ => ?_
      rw [map_smul, Matrix.mulVecLin_apply, h i]
    rw [mixError, ih, mixStep, hJ, Finset.smul_sum, Finset.smul_sum,
      ← Finset.sum_add_distrib]
    refine Finset.sum_congr rfl fun i _ => ?_
    rw [pow_succ, modeFactor]
    module
```

The stability window is elementary algebra. The proof replaces 2/α by a number `d` with α·d = 2, and `nlinarith` settles the four inequalities.

```lean
/-- For positive mixing `α`, the mode factor has modulus below one exactly when the
eigenvalue lies strictly between `1 - 2/α` and `1`. -/
theorem abs_modeFactor_lt_one_iff {α : ℝ} (hα : 0 < α) (μ : ℝ) :
    |modeFactor α μ| < 1 ↔ 1 - 2 / α < μ ∧ μ < 1 := by
  have e : α * (2 / α) = 2 := by field_simp
  rw [modeFactor, abs_lt]
  generalize 2 / α = d at e ⊢
  constructor
  · rintro ⟨h1, h2⟩
    exact ⟨by nlinarith, by nlinarith⟩
  · rintro ⟨h1, h2⟩
    exact ⟨by nlinarith, by nlinarith⟩
```

Symmetry enters here. A real symmetric matrix is Hermitian, so Mathlib supplies an orthonormal eigenvector basis, and the coefficients `c` are the coordinates of `x` in it. The remaining lines translate between Euclidean space and plain functions `n → ℝ`.

```lean
/-- Every error vector is a superposition of eigenvectors of a real symmetric `J`. -/
theorem exists_mode_expansion {J : Matrix n n ℝ} (hJ : J.IsSymm) (x : n → ℝ) :
    ∃ (μ c : n → ℝ) (v : n → n → ℝ),
      (∀ i, v i ≠ 0 ∧ J *ᵥ v i = μ i • v i) ∧ x = ∑ i, c i • v i := by
  classical
  have hH : J.IsHermitian := by
    rw [Matrix.IsHermitian, Matrix.conjTranspose_eq_transpose_of_trivial]
    exact hJ.eq
  refine ⟨hH.eigenvalues, fun i => hH.eigenvectorBasis.repr (WithLp.toLp 2 x) i,
    fun i => (hH.eigenvectorBasis i).ofLp, fun i => ⟨fun h0 => ?_, ?_⟩, ?_⟩
  · exact hH.eigenvectorBasis.orthonormal.ne_zero i (WithLp.ofLp_injective 2 h0)
  · exact hH.mulVec_eigenvectorBasis i
  · have h := congrArg (WithLp.linearEquiv 2 ℝ (n → ℝ))
      (hH.eigenvectorBasis.sum_repr (WithLp.toLp 2 x))
    rw [map_sum] at h
    simp only [map_smul] at h
    exact h.symm
```

## The convergence criterion

The left side of the equivalence says that for every starting vector `x` the sequence of errors tends to the zero vector; the right side puts every eigenvalue strictly inside the window. J is an arbitrary real symmetric matrix: its symmetry is assumed, not derived from an impurity model, and the nonlinear part of the loop is absent. For an empty index type both sides hold trivially.

The first half of the proof starts from an eigenvector `v` with `v i` non-zero and multiplies component `i` of the error at step `k` by the inverse of `v i`, which leaves the bare power of the mode factor. The second half takes the limit term by term in the mode expansion.

```lean
/-- For a real symmetric `J` and mixing `α > 0`, the errors tend to zero from every starting
vector if and only if every eigenvalue of `J` lies strictly between `1 - 2/α` and `1`. -/
theorem mixing_converges_iff {J : Matrix n n ℝ} (hJ : J.IsSymm) {α : ℝ} (hα : 0 < α) :
    (∀ x, Tendsto (mixError α J x) atTop (𝓝 0)) ↔
      ∀ μ, IsEigenvalue J μ → 1 - 2 / α < μ ∧ μ < 1 := by
  constructor
  · -- start from an eigenvector and read off one non-zero component
    rintro h μ ⟨v, hv, hμ⟩
    rw [← abs_modeFactor_lt_one_iff hα, ← tendsto_pow_atTop_nhds_zero_iff]
    obtain ⟨i, hi'⟩ := Function.ne_iff.mp hv
    have hi : v i ≠ 0 := hi'
    have h2 : Tendsto (fun k => mixError α J v k i * (v i)⁻¹) atTop
        (𝓝 (0 * (v i)⁻¹)) := (tendsto_pi_nhds.mp (h v) i).mul_const _
    rw [zero_mul] at h2
    refine h2.congr fun k => ?_
    rw [mixError_eigenvector α hμ, Pi.smul_apply, smul_eq_mul, mul_assoc,
      mul_inv_cancel₀ hi, mul_one]
  · -- expand in eigenvectors; every amplitude decays geometrically
    intro h x
    obtain ⟨μ, c, v, hv, rfl⟩ := exists_mode_expansion hJ x
    have hlim : Tendsto (fun k : ℕ => ∑ i, (c i * modeFactor α (μ i) ^ k) • v i) atTop
        (𝓝 (∑ i, (c i * 0) • v i)) := by
      refine tendsto_finsetSum _ fun i _ => ?_
      have hf := (abs_modeFactor_lt_one_iff hα (μ i)).mpr (h (μ i) ⟨v i, hv i⟩)
      exact ((tendsto_pow_atTop_nhds_zero_iff.mpr hf).const_mul (c i)).smul_const (v i)
    simp only [mul_zero, zero_smul, Finset.sum_const_zero] at hlim
    exact hlim.congr fun k => (mixError_superposition α (fun i => (hv i).2) c k).symm
```

## Edges of the window and critical slowing

At μ = 1 the factor is 1 and the error is frozen; at μ = 1 − 2/α it is −1 and the error alternates in sign for ever. Both strict inequalities are therefore needed.

```lean
/-- Errors started from a vector `v` that `J` scales by an edge value of the window: if `J` scales
`v` by `1`, the error stays equal to `v`; if `α` is non-zero and `J` scales `v` by `1 - 2/α`, the
error after `k` steps is `(-1)^k v`. -/
theorem marginal_modes {J : Matrix n n ℝ} {α : ℝ} (v : n → ℝ) (k : ℕ) :
    (J *ᵥ v = (1 : ℝ) • v → mixError α J v k = v) ∧
      (α ≠ 0 → J *ᵥ v = (1 - 2 / α) • v → mixError α J v k = (-1 : ℝ) ^ k • v) := by
  constructor
  · intro h
    rw [mixError_eigenvector α h]
    simp [modeFactor]
  · intro hα h
    have e : α * (2 / α) = 2 := by field_simp
    have hf : modeFactor α (1 - 2 / α) = -1 := by
      rw [modeFactor]
      linear_combination -e
    rw [mixError_eigenvector α h, hf]
```

The lower bound on the number of steps concerns a single eigenvector. The norm is the largest absolute component, though for an error that stays a multiple of `v` any norm gives the same ratio. In the proof, `hε` is |f|^k ≤ ε, `hb` is Bernoulli's inequality and `hg` is |f| ≥ f in rearranged form.

```lean
/-- Critical slowing: for `α > 0` and an eigenvector with eigenvalue `μ < 1`, reducing the
largest error component to a fraction `ε` of its initial size takes at least
`(1 - ε) / (α (1 - μ))` steps. -/
theorem critical_slowing {J : Matrix n n ℝ} {α μ ε : ℝ} {v : n → ℝ} (hα : 0 < α)
    (hμ : μ < 1) (hv : v ≠ 0) (h : J *ᵥ v = μ • v) {k : ℕ}
    (hk : ‖mixError α J v k‖ ≤ ε * ‖v‖) :
    (1 - ε) / (α * (1 - μ)) ≤ k := by
  rw [mixError_eigenvector α h, norm_smul, norm_pow, Real.norm_eq_abs] at hk
  have hε : |modeFactor α μ| ^ k ≤ ε := le_of_mul_le_mul_right hk (norm_pos_iff.mpr hv)
  -- Bernoulli's inequality bounds the geometric decay from below
  have hb := one_add_mul_le_pow
    (show (-2 : ℝ) ≤ |modeFactor α μ| - 1 by linarith [abs_nonneg (modeFactor α μ)]) k
  rw [add_sub_cancel] at hb
  have hg : -(α * (1 - μ)) ≤ |modeFactor α μ| - 1 := by
    have := le_abs_self (modeFactor α μ)
    unfold modeFactor at this ⊢
    linarith
  have hm := mul_le_mul_of_nonneg_left hg (Nat.cast_nonneg (α := ℝ) k)
  rw [div_le_iff₀ (mul_pos hα (sub_pos.mpr hμ))]
  linarith
```

## A rotation that escapes the real-eigenvalue test

For arbitrary real matrices the criterion fails. The quarter-turn rotation has no real eigenvalue, so the window condition holds vacuously, yet at α = 1 the error runs through (1, 0), (0, 1), (−1, 0), (0, −1) and back. Its complex eigenvalues ±i are what the real test misses. The example thus rules out dropping symmetry with nothing in its place; it does not show that symmetry is necessary.

The first part of the proof solves the two component equations and finds v = 0. The second shows that the squared length stays equal to 1, which contradicts a limit of zero.

```lean
/-- Without symmetry the real-eigenvalue criterion fails: the quarter-turn rotation has no real
eigenvalue, yet at `α = 1` the error started from `(1, 0)` does not tend to zero. -/
theorem rotation_counterexample :
    (∀ μ, ¬ IsEigenvalue !![(0 : ℝ), -1; 1, 0] μ) ∧
      ¬ Tendsto (mixError 1 !![(0 : ℝ), -1; 1, 0] ![1, 0]) atTop (𝓝 0) := by
  constructor
  · rintro μ ⟨v, hv, h⟩
    have h0 : -v 1 = μ * v 0 := by
      simpa [Matrix.mulVec, dotProduct, Fin.sum_univ_two] using congrFun h 0
    have h1 : v 0 = μ * v 1 := by
      simpa [Matrix.mulVec, dotProduct, Fin.sum_univ_two] using congrFun h 1
    have hp : v 1 * (1 + μ ^ 2) = 0 := by linear_combination -h0 - μ * h1
    have hv1 : v 1 = 0 := (mul_eq_zero.mp hp).resolve_right (by positivity)
    have hv0 : v 0 = 0 := by rw [h1, hv1, mul_zero]
    apply hv
    ext i
    fin_cases i
    · exact hv0
    · exact hv1
  · intro h
    -- the rotation conserves the Euclidean length of the error
    have hn : ∀ k, mixError 1 !![(0 : ℝ), -1; 1, 0] ![1, 0] k 0 ^ 2
        + mixError 1 !![(0 : ℝ), -1; 1, 0] ![1, 0] k 1 ^ 2 = 1 := by
      intro k
      induction k with
      | zero => simp [mixError]
      | succ k ih =>
        have a : mixError 1 !![(0 : ℝ), -1; 1, 0] ![1, 0] (k + 1) 0
            = -mixError 1 !![(0 : ℝ), -1; 1, 0] ![1, 0] k 1 := by
          simp [mixError, mixStep, dotProduct, Fin.sum_univ_two]
        have b : mixError 1 !![(0 : ℝ), -1; 1, 0] ![1, 0] (k + 1) 1
            = mixError 1 !![(0 : ℝ), -1; 1, 0] ![1, 0] k 0 := by
          simp [mixError, mixStep, dotProduct, Fin.sum_univ_two]
        rw [a, b]
        linear_combination ih
    have hl := ((tendsto_pi_nhds.mp h 0).pow 2).add ((tendsto_pi_nhds.mp h 1).pow 2)
    have hc := tendsto_nhds_unique (hl.congr hn) tendsto_const_nhds
    simp at hc

end

end LinearMixingStability
```

```lean
#print axioms LinearMixingStability.mixing_converges_iff
#print axioms LinearMixingStability.marginal_modes
#print axioms LinearMixingStability.critical_slowing
#print axioms LinearMixingStability.rotation_counterexample
```

```
'LinearMixingStability.mixing_converges_iff' depends on axioms: [propext, Classical.choice, Quot.sound]
'LinearMixingStability.marginal_modes' depends on axioms: [propext, Classical.choice, Quot.sound]
'LinearMixingStability.critical_slowing' depends on axioms: [propext, Classical.choice, Quot.sound]
'LinearMixingStability.rotation_counterexample' depends on axioms: [propext, Classical.choice, Quot.sound]
```
